# Imaginary-time propagation with a Hermitian matrix drives the energy to the lowest level the starting vector overlaps

A code that relaxes a trial vector in imaginary time applies $e^{-\tau H}$, or an approximation to it, with a time step $\tau>0$ over and over, rescales the vector, and stops when the energy settles. The starting vector decides where the energy ends up. For a finite Hermitian matrix $H$ and a vector $\psi\neq0$, let

$$R(t)=\frac{\langle\psi_t,H\psi_t\rangle}{\langle\psi_t,\psi_t\rangle},\qquad \psi_t=e^{-tH}\psi .$$

Then $R(t)\to E_0$ as $t\to\infty$, where $E_0$ is the lowest eigenvalue with an eigenvector not orthogonal to $\psi$.

## Ground-state searches and core-excited targets

A ground-state search by imaginary-time propagation relies on this limit and, in exact arithmetic, needs a start that overlaps the ground level. A core-excited target lies above many valence levels, and any overlap with them makes the energy end up below it: this is variational collapse, here for a fixed, finite matrix. If core-valence separation discards the couplings between the core-excited block and the rest, the result applies to that block as its own $H$, and the limit is one of the block's levels.

## The energy as a weighted average of levels

Write $H=UDU^\dagger$ with $U$ unitary and $D$ diagonal with real entries $e_j$, and set $c=U^\dagger\psi$. Since $e^{-tH}=Ue^{-tD}U^\dagger$, the components of $\psi_t$ in the eigenbasis are $e^{-te_j}c_j$. As $U$ preserves inner products,

$$R(t)=\frac{\sum_j e_j\,e^{-2te_j}|c_j|^2}{\sum_j e^{-2te_j}|c_j|^2}.$$

Because $\psi\neq0$, some $c_j$ is nonzero. Let $E_0$ be the smallest $e_j$ with $c_j\neq0$, and multiply numerator and denominator by $e^{2tE_0}$. Each populated level above $E_0$ now carries a factor $e^{-2t(e_j-E_0)}\to0$. With $S=\sum_{e_j=E_0}|c_j|^2>0$, the numerator tends to $E_0S$ and the denominator to $S$, so $R(t)\to E_0$.

It remains to match populated levels with overlaps. If $Hv=Ev$ and $a=U^\dagger v$, then $(e_j-E)a_j=0$, so $a$ is supported where $e_j=E$. Hence $\langle v,\psi\rangle=\sum_j a_j^*c_j$ can be nonzero only if some $c_j\neq0$ has $e_j=E$. Conversely, for such a $j$, column $j$ of $U$ is an eigenvector whose overlap with $\psi$ is $c_j$.

Now let $u$ be an eigenvector with eigenvalue $E_1$, and $v$ one for the lowest eigenvalue of $H$, again called $E_0$, with $E_0<E_1$. Hermiticity gives $(E_0-E_1)\langle v,u\rangle=0$, so $\langle v,u\rangle=0$ and $\langle v,u+\varepsilon v\rangle=\varepsilon\langle v,v\rangle$. This is nonzero for every $\varepsilon\neq0$, so the energy of the contaminated vector tends to $E_0$. Without contamination, $e^{-tH}u=e^{-tE_1}u$ and the energy stays at $E_1$.

## A ground-state amplitude of one percent in a two-level example

Take $H=\mathrm{diag}(0,1)$ and $\psi=(0.01,\,1)$, whose normalised ground-state weight is about $10^{-4}$. Then

$$R(t)=\frac{1}{1+10^{-4}e^{2t}}.$$

| $t$ | $R(t)$ |
|---|---|
| $0$ | $0.9999$ |
| $2$ | $0.9946$ |
| $\ln 100\approx4.61$ | $0.5$ |
| $2\ln 100\approx9.21$ | $0.0001$ |

The energy lingers near the excited level before it falls, so a stopping test based on small energy changes can accept the plateau.

## Definitions and theorems in words

The index type `n` is any finite type, and vectors are functions `n → ℂ`. `rayleigh` is the quotient above, written with real parts; for Hermitian `H` the numerator is already real. `imagTime` is the matrix exponential applied to `ψ`, without rescaling, which the quotient does not notice. The parameter `t` has units of inverse energy.

`Overlaps H ψ E` says that some `v` satisfies $Hv=Ev$ and $\langle v,\psi\rangle\neq0$; the second condition excludes `v = 0`. In `variational_collapse`, `IsLeast` says that `E₀` belongs to the set of overlapped levels and is a lower bound for it, and `Tendsto` gives the limit. In `contaminated_state_collapses`, `hground` makes `E₀` the lowest eigenvalue of `H`, and `ε` is any nonzero complex number.

```lean
import Mathlib

open Matrix Filter Topology
open scoped ComplexOrder

namespace VariationalCollapse

noncomputable section

variable {n : Type*} [Fintype n]

/-- The Rayleigh quotient `⟨x, H x⟩ / ⟨x, x⟩` of a nonzero vector `x`, for Hermitian `H`. -/
def rayleigh (H : Matrix n n ℂ) (x : n → ℂ) : ℝ :=
  (star x ⬝ᵥ H *ᵥ x).re / (star x ⬝ᵥ x).re

/-- The state `ψ` overlaps the level `E`: some eigenvector of `H` with eigenvalue `E` is not
orthogonal to `ψ`. -/
def Overlaps (H : Matrix n n ℂ) (ψ : n → ℂ) (E : ℝ) : Prop :=
  ∃ v : n → ℂ, H *ᵥ v = (E : ℂ) • v ∧ star v ⬝ᵥ ψ ≠ 0

/-- If the weights `w` are nonnegative and `E₀` is the lowest level with nonzero weight, the
average of the levels `e` with weights `exp(-2te) w` tends to `E₀` as `t` grows. -/
theorem weighted_average_tendsto (e w : n → ℝ) (E₀ : ℝ) (hw : ∀ j, 0 ≤ w j)
    (hlow : ∀ j, w j ≠ 0 → E₀ ≤ e j) (hex : ∃ j, e j = E₀ ∧ w j ≠ 0) :
    Tendsto (fun t : ℝ => (∑ j, e j * (Real.exp (-2 * t * e j) * w j)) /
      ∑ j, Real.exp (-2 * t * e j) * w j) atTop (𝓝 E₀) := by
  -- measured from `E₀`, every higher level dies out
  have hterm : ∀ j, Tendsto (fun t : ℝ => Real.exp (-2 * t * (e j - E₀)) * w j) atTop
      (𝓝 (if e j = E₀ then w j else 0)) := by
    intro j
    by_cases h : e j = E₀
    · simp [h]
    by_cases hz : w j = 0
    · simp [hz]
    have hpos : 0 < e j - E₀ := sub_pos.mpr (lt_of_le_of_ne (hlow j hz) (Ne.symm h))
    have hlin : Tendsto (fun t : ℝ => -2 * t * (e j - E₀)) atTop atBot := by
      refine (Filter.Tendsto.const_mul_atTop_of_neg
        (show -2 * (e j - E₀) < 0 by linarith) tendsto_id).congr (fun t => ?_)
      simp only [id]
      ring
    have h0 := (Real.tendsto_exp_atBot.comp hlin).mul_const (w j)
    rw [zero_mul] at h0
    rw [if_neg h]
    exact h0
  have hden := tendsto_finsetSum Finset.univ (fun j _ => hterm j)
  have hnum := tendsto_finsetSum Finset.univ (fun j _ => (hterm j).const_mul (e j))
  have hS : 0 < ∑ j, (if e j = E₀ then w j else 0) := by
    obtain ⟨j, hj, hwj⟩ := hex
    refine Finset.sum_pos' (fun i _ => ?_) ⟨j, Finset.mem_univ j, ?_⟩
    · split_ifs
      exacts [hw i, le_rfl]
    · rw [if_pos hj]
      exact lt_of_le_of_ne (hw j) (Ne.symm hwj)
  have hnS : ∑ j, e j * (if e j = E₀ then w j else 0) =
      E₀ * ∑ j, (if e j = E₀ then w j else 0) := by
    rw [Finset.mul_sum]
    refine Finset.sum_congr rfl fun j _ => ?_
    split_ifs with h
    · rw [h]
    · rw [mul_zero, mul_zero]
  have hlim := hnum.div hden hS.ne'
  rw [hnS, mul_div_cancel_right₀ _ hS.ne'] at hlim
  refine hlim.congr (fun t => ?_)
  -- the common factor `exp(2tE₀)` cancels
  have hn : ∀ f : n → ℝ, ∑ j, f j * (Real.exp (-2 * t * (e j - E₀)) * w j) =
      Real.exp (2 * t * E₀) * ∑ j, f j * (Real.exp (-2 * t * e j) * w j) := by
    intro f
    rw [Finset.mul_sum]
    refine Finset.sum_congr rfl fun j _ => ?_
    rw [show -2 * t * (e j - E₀) = 2 * t * E₀ + -2 * t * e j by ring, Real.exp_add]
    ring
  have hd : ∑ j, Real.exp (-2 * t * (e j - E₀)) * w j =
      Real.exp (2 * t * E₀) * ∑ j, Real.exp (-2 * t * e j) * w j := by
    simpa only [one_mul] using hn (fun _ => 1)
  exact (congrArg₂ (· / ·) (hn e) hd).trans (mul_div_mul_left _ _ (Real.exp_pos _).ne')

variable [DecidableEq n]

/-- Imaginary-time propagation `exp(-tH) ψ`. -/
def imagTime (H : Matrix n n ℂ) (t : ℝ) (ψ : n → ℂ) : n → ℂ :=
  NormedSpace.exp ((-(t : ℂ)) • H) *ᵥ ψ

/-- A Hermitian matrix is `U D U†` with `U` unitary and `D` real diagonal. -/
theorem exists_frame {H : Matrix n n ℂ} (hH : H.IsHermitian) :
    ∃ (U : Matrix n n ℂ) (e : n → ℝ), Uᴴ * U = 1 ∧
      H = U * diagonal (fun j => (e j : ℂ)) * Uᴴ := by
  refine ⟨hH.eigenvectorUnitary, hH.eigenvalues, ?_, ?_⟩
  · exact Matrix.mem_unitaryGroup_iff'.mp hH.eigenvectorUnitary.2
  · have h := hH.spectral_theorem
    rw [Unitary.conjStarAlgAut_apply] at h
    exact h

variable {U H : Matrix n n ℂ} {e : n → ℝ}

/-- For `H = U D U†` with `U` unitary, the energy of `exp(-tH) ψ` is the average of the levels
`e j` with weights `exp(-2t e j) |c j|²`, where `c = U† ψ`. -/
theorem rayleigh_imagTime (hU : Uᴴ * U = 1)
    (hH : H = U * diagonal (fun j => (e j : ℂ)) * Uᴴ) (t : ℝ) (ψ : n → ℂ) :
    rayleigh H (imagTime H t ψ) =
      (∑ j, e j * (Real.exp (-2 * t * e j) * Complex.normSq ((Uᴴ *ᵥ ψ) j))) /
        ∑ j, Real.exp (-2 * t * e j) * Complex.normSq ((Uᴴ *ᵥ ψ) j) := by
  have hinv : U⁻¹ = Uᴴ := Matrix.inv_eq_left_inv hU
  have hunit : IsUnit U := ⟨⟨U, Uᴴ, mul_eq_one_comm.mp hU, hU⟩, rfl⟩
  have h1 : (-(t : ℂ)) • H = U * diagonal (fun j => ((-t * e j : ℝ) : ℂ)) * U⁻¹ := by
    have h2 : diagonal (fun j => ((-t * e j : ℝ) : ℂ)) =
        (-(t : ℂ)) • diagonal (fun j => (e j : ℂ)) := by
      ext i j
      by_cases h : i = j
      · subst h
        simp
      · simp [h]
    rw [hinv, h2, hH, Matrix.mul_smul, Matrix.smul_mul]
  have h3 : NormedSpace.exp (fun j : n => ((-t * e j : ℝ) : ℂ)) =
      fun j => ((Real.exp (-t * e j) : ℝ) : ℂ) := by
    funext j
    rw [Complex.ofReal_exp, Complex.exp_eq_exp_ℂ]
    exact NormedSpace.map_exp (Pi.evalRingHom (fun _ : n => ℂ) j) (continuous_apply j) _
  -- in the eigenbasis each amplitude is multiplied by its own factor `exp(-t e j)`
  have hx : imagTime H t ψ =
      U *ᵥ (fun j => ((Real.exp (-t * e j) : ℝ) : ℂ) * (Uᴴ *ᵥ ψ) j) := by
    rw [imagTime, h1, Matrix.exp_conj _ _ hunit, Matrix.exp_diagonal, hinv, h3,
      ← mulVec_mulVec, ← mulVec_mulVec]
    congr 1
    funext j
    exact mulVec_diagonal _ _ _
  have hin : ∀ a b : n → ℂ, star (U *ᵥ a) ⬝ᵥ (U *ᵥ b) = star a ⬝ᵥ b := by
    intro a b
    rw [star_mulVec, ← dotProduct_mulVec, mulVec_mulVec, hU, one_mulVec]
  have hap : ∀ a : n → ℂ, H *ᵥ (U *ᵥ a) = U *ᵥ (diagonal (fun j => (e j : ℂ)) *ᵥ a) := by
    intro a
    rw [hH, mulVec_mulVec, Matrix.mul_assoc, hU, Matrix.mul_one, ← mulVec_mulVec]
  have hsq : ∀ j, Real.exp (-2 * t * e j) = Real.exp (-t * e j) * Real.exp (-t * e j) := by
    intro j
    rw [← Real.exp_add]
    ring_nf
  have k1 : ∀ (r a : ℝ) (z : ℂ), (star ((r : ℂ) * z) * ((a : ℂ) * ((r : ℂ) * z))).re =
      a * (r * r * Complex.normSq z) := by
    intro r a z
    simp [Complex.normSq_apply]
    ring
  have k2 : ∀ (r : ℝ) (z : ℂ), (star ((r : ℂ) * z) * ((r : ℂ) * z)).re =
      r * r * Complex.normSq z := by
    intro r z
    simp [Complex.normSq_apply]
    ring
  rw [rayleigh, hx, hap, hin, hin]
  simp only [dotProduct, Complex.re_sum, mulVec_diagonal, Pi.star_apply, k1, k2, hsq]

/-- For `H = U D U†` with `U` unitary, `ψ` overlaps the level `E` exactly when some component
of `U† ψ` belonging to `E` is nonzero. -/
theorem overlaps_iff (hU : Uᴴ * U = 1)
    (hH : H = U * diagonal (fun j => (e j : ℂ)) * Uᴴ) (ψ : n → ℂ) (E : ℝ) :
    Overlaps H ψ E ↔ ∃ j, e j = E ∧ (Uᴴ *ᵥ ψ) j ≠ 0 := by
  constructor
  · rintro ⟨v, hv, hov⟩
    have hD : diagonal (fun j => (e j : ℂ)) *ᵥ (Uᴴ *ᵥ v) = (E : ℂ) • (Uᴴ *ᵥ v) := by
      rw [← mulVec_smul, ← hv, hH]
      simp only [mulVec_mulVec]
      rw [← Matrix.mul_assoc, ← Matrix.mul_assoc, hU, Matrix.one_mul]
    have hin : star v ⬝ᵥ ψ = star (Uᴴ *ᵥ v) ⬝ᵥ (Uᴴ *ᵥ ψ) := by
      rw [star_mulVec, ← dotProduct_mulVec, mulVec_mulVec, conjTranspose_conjTranspose,
        mul_eq_one_comm.mp hU, one_mulVec]
    by_contra hno
    apply hov
    rw [hin, dotProduct]
    refine Finset.sum_eq_zero fun j _ => ?_
    by_cases h : e j = E
    · have hc : (Uᴴ *ᵥ ψ) j = 0 := by
        by_contra hc
        exact hno ⟨j, h, hc⟩
      rw [hc, mul_zero]
    · have h1 := congrFun hD j
      rw [mulVec_diagonal, Pi.smul_apply, smul_eq_mul] at h1
      have h2 : ((e j : ℂ) - E) * (Uᴴ *ᵥ v) j = 0 := by linear_combination h1
      have h3 : (e j : ℂ) - E ≠ 0 := sub_ne_zero.mpr (by exact_mod_cast h)
      rw [Pi.star_apply, (mul_eq_zero.mp h2).resolve_left h3, star_zero, zero_mul]
  · rintro ⟨j, rfl, hj⟩
    -- the `j`-th column of `U` is the eigenvector sought
    refine ⟨U *ᵥ Pi.single j 1, ?_, ?_⟩
    · rw [hH, mulVec_mulVec, Matrix.mul_assoc, hU, Matrix.mul_one, ← mulVec_mulVec,
        ← mulVec_smul]
      congr 1
      funext i
      rw [mulVec_diagonal, Pi.smul_apply, smul_eq_mul]
      by_cases h : i = j
      · rw [h]
      · simp [h]
    · have hs : star (Pi.single j 1 : n → ℂ) = Pi.single j 1 := by
        funext i
        by_cases h : i = j <;> simp [h]
      rw [star_mulVec, ← dotProduct_mulVec, hs, single_dotProduct, one_mul]
      exact hj

/-- Variational collapse: for Hermitian `H` and nonzero `ψ` there is a lowest level that `ψ`
overlaps, and the Rayleigh quotient of `exp(-tH) ψ` tends to it as `t` grows. -/
theorem variational_collapse (hH : H.IsHermitian) {ψ : n → ℂ} (hψ : ψ ≠ 0) :
    ∃ E₀ : ℝ, IsLeast {E | Overlaps H ψ E} E₀ ∧
      Tendsto (fun t : ℝ => rayleigh H (imagTime H t ψ)) atTop (𝓝 E₀) := by
  obtain ⟨U, e, hU, hD⟩ := exists_frame hH
  have hne : ∃ j, (Uᴴ *ᵥ ψ) j ≠ 0 := by
    by_contra hno
    have hc : Uᴴ *ᵥ ψ = 0 := by
      funext j
      by_contra hj
      exact hno ⟨j, hj⟩
    apply hψ
    rw [← one_mulVec ψ, ← mul_eq_one_comm.mp hU, ← mulVec_mulVec, hc, mulVec_zero]
  -- the lowest populated level
  obtain ⟨j, hj, hmin⟩ :=
    Set.exists_min_image {j | (Uᴴ *ᵥ ψ) j ≠ 0} e (Set.toFinite _) hne
  refine ⟨e j, ⟨(overlaps_iff hU hD ψ _).mpr ⟨j, rfl, hj⟩, ?_⟩, ?_⟩
  · intro E hE
    obtain ⟨i, rfl, hi⟩ := (overlaps_iff hU hD ψ E).mp hE
    exact hmin i hi
  · simp only [rayleigh_imagTime hU hD]
    exact weighted_average_tendsto e _ (e j) (fun i => Complex.normSq_nonneg _)
      (fun i hi => hmin i (fun h => hi (by rw [h, Complex.normSq_zero])))
      ⟨j, rfl, fun h => hj (Complex.normSq_eq_zero.mp h)⟩

/-- Let `u` be an eigenvector of Hermitian `H` above the lowest eigenvalue `E₀`, and `v` an
eigenvector for `E₀`. For every nonzero `ε` the energy of `exp(-tH) (u + ε v)` tends to `E₀`,
while that of `exp(-tH) u` tends to the eigenvalue of `u`. -/
theorem contaminated_state_collapses (hH : H.IsHermitian) {E₁ E₀ : ℝ} {u v : n → ℂ}
    (hu0 : u ≠ 0) (hu : H *ᵥ u = (E₁ : ℂ) • u) (hv0 : v ≠ 0) (hv : H *ᵥ v = (E₀ : ℂ) • v)
    (hlt : E₀ < E₁)
    (hground : ∀ (E : ℝ) (w : n → ℂ), w ≠ 0 → H *ᵥ w = (E : ℂ) • w → E₀ ≤ E) :
    Tendsto (fun t : ℝ => rayleigh H (imagTime H t u)) atTop (𝓝 E₁) ∧
    ∀ ε : ℂ, ε ≠ 0 →
      Tendsto (fun t : ℝ => rayleigh H (imagTime H t (u + ε • v))) atTop (𝓝 E₀) := by
  -- eigenvectors of different levels are orthogonal
  have horth : ∀ (E : ℝ) (w : n → ℂ), H *ᵥ w = (E : ℂ) • w → E ≠ E₁ → star w ⬝ᵥ u = 0 := by
    intro E w hw hE
    have h1 : star w ⬝ᵥ H *ᵥ u = star (H *ᵥ w) ⬝ᵥ u := by
      rw [star_mulVec, hH.eq, dotProduct_mulVec]
    rw [hu, hw, dotProduct_smul, star_smul, smul_dotProduct] at h1
    simp only [smul_eq_mul, Complex.star_def, Complex.conj_ofReal] at h1
    have h2 : ((E : ℂ) - E₁) * (star w ⬝ᵥ u) = 0 := by linear_combination -h1
    exact (mul_eq_zero.mp h2).resolve_left (sub_ne_zero.mpr (by exact_mod_cast hE))
  constructor
  · obtain ⟨E, hE, ht⟩ := variational_collapse hH hu0
    obtain ⟨w, hw, hov⟩ := hE.1
    have hEE : E = E₁ := by
      by_contra h
      exact hov (horth E w hw h)
    rwa [hEE] at ht
  · intro ε hε
    have hov : star v ⬝ᵥ (u + ε • v) ≠ 0 := by
      rw [dotProduct_add, horth E₀ v hv hlt.ne, zero_add, dotProduct_smul, smul_eq_mul]
      exact mul_ne_zero hε (fun h => hv0 (dotProduct_star_self_eq_zero.mp h))
    have hne : u + ε • v ≠ 0 := fun h => hov (by rw [h, dotProduct_zero])
    obtain ⟨E, hE, ht⟩ := variational_collapse hH hne
    obtain ⟨w, hw, hwo⟩ := hE.1
    have hw0 : w ≠ 0 := fun h => hwo (by rw [h, star_zero, zero_dotProduct])
    have hEE : E = E₀ := le_antisymm (hE.2 ⟨v, hv, hov⟩) (hground E w hw0 hw)
    rwa [hEE] at ht

end

end VariationalCollapse
```

```lean
#print axioms VariationalCollapse.variational_collapse
-- 'VariationalCollapse.variational_collapse' depends on axioms: [propext, Classical.choice, Quot.sound]
#print axioms VariationalCollapse.contaminated_state_collapses
-- 'VariationalCollapse.contaminated_state_collapses' depends on axioms: [propext, Classical.choice, Quot.sound]
```

## From the eigenbasis to the limit in Lean

`exists_frame` supplies $U$ and the levels from Mathlib's spectral theorem. `rayleigh_imagTime` proves the weighted-average formula: `Matrix.exp_conj` and `Matrix.exp_diagonal` reduce the exponential to scalar factors, and `hin` is the preservation of inner products.

`weighted_average_tendsto` takes the limit. Its `hterm` treats each shifted exponential, `hS` shows $S>0$, and `hn` and `hd` take out the common factor, which cancels in the quotient. `overlaps_iff` is the matching of populated components with overlaps.

`variational_collapse` picks the lowest populated level with `Set.exists_min_image` and combines these lemmas. `contaminated_state_collapses` proves orthogonality in `horth`, then applies the main theorem to `u` and to `u + ε • v`.

## A limit for the exact exponential, without a convergence rate

The theorems fix the limiting energy for the exact exponential of a finite Hermitian matrix. They give no convergence time and do not treat truncated propagators, rounding or stochastic sampling. Nor do they cover self-consistent orbital optimisation, where the effective Hamiltonian changes with the state, or the curvature of the Rayleigh quotient at an excited eigenvector.

Hermiticity matters even when all eigenvalues are real. Take

$$H=\begin{pmatrix}0&1\\0&1\end{pmatrix},\qquad \psi=\begin{pmatrix}1\\1\end{pmatrix}.$$

Here $H\psi=\psi$, so $R(t)=1$ for all $t$. Yet $(1,0)$ is an eigenvector with eigenvalue $0$ and has overlap $1$ with $\psi$. The lowest overlapped level is $0$, and the energy never approaches it.
